# For one excitation, the direct ring CCD update is linearly unstable at the RPA solution exactly when the coupling exceeds 3/2 of the gap

A direct ring CCD iteration can fail to converge even when the corresponding RPA problem is stable, so such a failure does not by itself show an RPA instability. Here RPA means direct RPA, without exchange. In a model with a single excitation of gap $D>0$ and coupling $K>0$, the undamped update that divides by the orbital-energy gap has a slope of modulus above one at its physical solution exactly when $K>3D/2$, while the RPA problem is stable for every such $D$ and $K$.

In Lean 4 with Mathlib:

```lean
import Mathlib

open Matrix Filter

namespace RingCCDIteration

noncomputable section

/-- The direct ring CCD update of a single amplitude `t`, with gap `D` and coupling `K`. -/
def ringUpdate (D K t : ℝ) : ℝ := -K * (1 + t) ^ 2 / (2 * D)

/-- The RPA excitation frequency for gap `D` and coupling `K`. -/
def rpaFrequency (D K : ℝ) : ℝ := √(D * (D + 2 * K))

/-- The closed form of the ring CCD amplitude on the physical branch. -/
def physicalAmplitude (D K : ℝ) : ℝ := (rpaFrequency D K - D) / K - 1

/-- The RPA matrix with blocks `A = D + K` and `B = K`. -/
def rpaMatrix (D K : ℝ) : Matrix (Fin 2) (Fin 2) ℝ :=
  !![D + K, K; -K, -(D + K)]

/-- The symmetric RPA stability matrix with blocks `A = D + K` and `B = K`. -/
def stabilityMatrix (D K : ℝ) : Matrix (Fin 2) (Fin 2) ℝ :=
  !![D + K, K; K, D + K]

variable {D K : ℝ}

/-- The squared RPA frequency is `D (D + 2K)`, and the frequency lies above the gap `D`. -/
theorem rpaFrequency_spec (hD : 0 < D) (hK : 0 < K) :
    rpaFrequency D K ^ 2 = D * (D + 2 * K) ∧ D < rpaFrequency D K := by
  refine ⟨Real.sq_sqrt (by positivity), Real.lt_sqrt_of_sq_lt ?_⟩
  nlinarith [mul_pos hD hK]

/-- The physical amplitude `p` satisfies `K (1 + p) = ω - D`, with `ω` the RPA frequency. -/
theorem coupling_mul_amplitude (hK : 0 < K) :
    K * (1 + physicalAmplitude D K) = rpaFrequency D K - D := by
  have h : K * ((rpaFrequency D K - D) / K) = rpaFrequency D K - D := by
    field_simp
  unfold physicalAmplitude
  linear_combination h

/-- The physical amplitude is the only fixed point of the ring CCD update above `-1`. -/
theorem fixedPoint_iff (hD : 0 < D) (hK : 0 < K) (t : ℝ) :
    (-1 < t ∧ ringUpdate D K t = t) ↔ t = physicalAmplitude D K := by
  obtain ⟨hs, hw⟩ := rpaFrequency_spec hD hK
  have hp := coupling_mul_amplitude (D := D) hK
  have hD2 : 2 * D ≠ 0 := by positivity
  constructor
  · rintro ⟨ht, h⟩
    unfold ringUpdate at h
    rw [div_eq_iff hD2] at h
    -- the amplitude equation factorises into the two RPA branches
    have hfac : (K * (1 + t) + D - rpaFrequency D K) *
        (K * (1 + t) + D + rpaFrequency D K) = 0 := by
      linear_combination -K * h - hs
    have hpos : 0 < K * (1 + t) := mul_pos hK (by linarith)
    rcases mul_eq_zero.1 hfac with h1 | h1
    · have h2 : K * (1 + t) = K * (1 + physicalAmplitude D K) := by linarith
      have h3 := mul_left_cancel₀ hK.ne' h2
      linarith
    · linarith
  · rintro rfl
    constructor
    · have := div_pos (sub_pos.2 hw) hK
      unfold physicalAmplitude
      linarith
    · unfold ringUpdate
      rw [div_eq_iff hD2]
      apply mul_left_cancel₀ hK.ne'
      linear_combination
        -(K * (1 + physicalAmplitude D K) + D + rpaFrequency D K) * hp - hs

/-- The vector `(1, p)` built from the physical amplitude is an eigenvector of the RPA matrix,
with the RPA frequency as eigenvalue. -/
theorem rpa_eigenvector (hD : 0 < D) (hK : 0 < K) :
    rpaMatrix D K *ᵥ ![1, physicalAmplitude D K] =
      rpaFrequency D K • ![1, physicalAmplitude D K] := by
  have hp := coupling_mul_amplitude (D := D) hK
  have hfix := ((fixedPoint_iff hD hK _).2 rfl).2
  unfold ringUpdate at hfix
  rw [div_eq_iff (by positivity)] at hfix
  ext i
  fin_cases i
  · simp [rpaMatrix, Matrix.mulVec, dotProduct, Fin.sum_univ_two]
    linear_combination hp
  · simp [rpaMatrix, Matrix.mulVec, dotProduct, Fin.sum_univ_two]
    linear_combination physicalAmplitude D K * hp + hfix

/-- The RPA stability matrix is positive definite for every positive gap and coupling. -/
theorem rpa_stable (hD : 0 < D) (hK : 0 < K) (v : Fin 2 → ℝ) (hv : v ≠ 0) :
    0 < v ⬝ᵥ (stabilityMatrix D K *ᵥ v) := by
  have hform : v ⬝ᵥ (stabilityMatrix D K *ᵥ v) =
      D * (v 0 ^ 2 + v 1 ^ 2) + K * (v 0 + v 1) ^ 2 := by
    simp [stabilityMatrix, Matrix.mulVec, dotProduct, Fin.sum_univ_two]
    ring
  have hn : 0 < v 0 ^ 2 + v 1 ^ 2 := by
    by_contra h
    have h0 : v 0 = 0 := (pow_eq_zero_iff two_ne_zero).1
      (by linarith [sq_nonneg (v 0), sq_nonneg (v 1)])
    have h1 : v 1 = 0 := (pow_eq_zero_iff two_ne_zero).1
      (by linarith [sq_nonneg (v 0), sq_nonneg (v 1)])
    apply hv
    ext i
    fin_cases i
    exacts [h0, h1]
  rw [hform]
  have := mul_pos hD hn
  positivity

/-- With linear mixing parameter `α` and RPA frequency `ω`, the update has slope `1 - α ω / D` at
the physical amplitude, and this slope has modulus below one exactly when `0 < α` and `α ω < 2 D`.
-/
theorem damped_multiplier (hD : 0 < D) (hK : 0 < K) (α : ℝ) :
    HasDerivAt (fun t => (1 - α) * t + α * ringUpdate D K t)
      (1 - α * rpaFrequency D K / D) (physicalAmplitude D K) ∧
    (|1 - α * rpaFrequency D K / D| < 1 ↔ 0 < α ∧ α * rpaFrequency D K < 2 * D) := by
  have hp := coupling_mul_amplitude (D := D) hK
  have hw : 0 < rpaFrequency D K := hD.trans (rpaFrequency_spec hD hK).2
  constructor
  · have hf : (fun t => (1 - α) * t + α * ringUpdate D K t) =
        fun t => (1 - α) * t + (-α * K / (2 * D)) * ((1 + t) * (1 + t)) := by
      funext t
      unfold ringUpdate
      ring
    have h0 := hasDerivAt_id' (physicalAmplitude D K)
    have h1 := h0.const_add 1
    rw [hf]
    refine ((h0.const_mul (1 - α)).fun_add
      ((h1.fun_mul h1).const_mul (-α * K / (2 * D)))).congr_deriv ?_
    have hDD : D * D⁻¹ = 1 := mul_inv_cancel₀ hD.ne'
    linear_combination (-α * D⁻¹) * hp + α * hDD
  · rw [abs_lt]
    constructor
    · rintro ⟨h1, h2⟩
      have h3 : α * rpaFrequency D K / D < 2 := by linarith
      have h4 : 0 < α * rpaFrequency D K / D := by linarith
      have h5 := mul_pos h4 hD
      rw [div_mul_cancel₀ _ hD.ne'] at h5
      exact ⟨(mul_pos_iff_of_pos_right hw).1 h5, (div_lt_iff₀ hD).1 h3⟩
    · rintro ⟨h1, h2⟩
      have h3 := (div_lt_iff₀ hD).2 h2
      have h4 := div_pos (mul_pos h1 hw) hD
      constructor <;> linarith

/-- The RPA frequency exceeds twice the gap exactly when `K > 3D/2`. -/
theorem two_gap_lt_iff (hD : 0 < D) :
    2 * D < rpaFrequency D K ↔ 3 * D / 2 < K := by
  unfold rpaFrequency
  rw [Real.lt_sqrt (by positivity)]
  constructor <;> intro h <;> nlinarith

/-- The ring CCD update has a unique fixed point above `-1`, with slope `1 - ω / D` there, where `ω
= √(D (D + 2K))`; the slope exceeds one in modulus exactly when `K > 3D/2`, while the RPA stability
matrix is positive definite for all positive `D` and `K`. -/
theorem ringCCD_repelling_iff (hD : 0 < D) (hK : 0 < K) :
    ∃ p, (∀ t, (-1 < t ∧ ringUpdate D K t = t) ↔ t = p) ∧
      HasDerivAt (ringUpdate D K) (1 - √(D * (D + 2 * K)) / D) p ∧
      (1 < |deriv (ringUpdate D K) p| ↔ 3 * D / 2 < K) ∧
      ∀ v : Fin 2 → ℝ, v ≠ 0 → 0 < v ⬝ᵥ (stabilityMatrix D K *ᵥ v) := by
  have hd : HasDerivAt (ringUpdate D K) (1 - rpaFrequency D K / D)
      (physicalAmplitude D K) := by
    -- the undamped iteration is the case of full mixing
    simpa using (damped_multiplier hD hK 1).1
  refine ⟨physicalAmplitude D K, fixedPoint_iff hD hK, hd, ?_, rpa_stable hD hK⟩
  have h1 : 1 < rpaFrequency D K / D :=
    (one_lt_div hD).2 (rpaFrequency_spec hD hK).2
  rw [hd.deriv, abs_of_neg (by linarith), ← two_gap_lt_iff hD, ← lt_div_iff₀ hD]
  constructor <;> intro h <;> linarith

/-- For `K > 3D/2`, a ring CCD iteration that converges to the physical amplitude equals it
exactly from some finite step onwards. -/
theorem convergence_only_by_hitting (hD : 0 < D) (hK : 3 * D / 2 < K) (t : ℕ → ℝ)
    (hstep : ∀ n, t (n + 1) = ringUpdate D K (t n))
    (hlim : Tendsto t atTop (nhds (physicalAmplitude D K))) :
    ∃ N, ∀ n ≥ N, t n = physicalAmplitude D K := by
  have hK0 : 0 < K := by linarith
  have hw := (two_gap_lt_iff hD).2 hK
  have hp := coupling_mul_amplitude (D := D) hK0
  have hfix := ((fixedPoint_iff hD hK0 _).2 rfl).2
  set p := physicalAmplitude D K
  -- close to the fixed point the error cannot shrink
  have hrep : ∀ x, |x - p| < 2 * (rpaFrequency D K - 2 * D) / K →
      |x - p| ≤ |ringUpdate D K x - p| := by
    intro x hx
    rw [lt_div_iff₀ hK0] at hx
    have hdiff : ringUpdate D K x - ringUpdate D K p =
        -(K * (2 + x + p) / (2 * D) * (x - p)) := by
      unfold ringUpdate
      ring
    have hc : 1 ≤ K * (2 + x + p) / (2 * D) := by
      rw [le_div_iff₀ (by positivity)]
      nlinarith [mul_le_mul_of_nonneg_left (neg_abs_le (x - p)) hK0.le]
    rw [hfix] at hdiff
    rw [hdiff, abs_neg, abs_mul]
    exact le_mul_of_one_le_left (abs_nonneg _) (hc.trans (le_abs_self _))
  obtain ⟨N, hN⟩ := Metric.tendsto_atTop.1 hlim
    (2 * (rpaFrequency D K - 2 * D) / K) (div_pos (by linarith) hK0)
  have hgrow : ∀ k, |t N - p| ≤ |t (N + k) - p| := by
    intro k
    induction k with
    | zero => simp
    | succ k ih =>
      have h := hN (N + k) (by omega)
      rw [Real.dist_eq] at h
      rw [← add_assoc, hstep]
      exact ih.trans (hrep _ h)
  -- a nonzero error at step N would therefore contradict convergence
  have hz : t N = p := by
    by_contra hne
    obtain ⟨M, hM⟩ := Metric.tendsto_atTop.1 hlim _ (abs_pos.2 (sub_ne_zero.2 hne))
    have h := hM (N + M) (by omega)
    rw [Real.dist_eq] at h
    exact absurd h (not_lt_of_ge (hgrow M))
  refine ⟨N, fun n hn => ?_⟩
  induction n, hn using Nat.le_induction with
  | base => exact hz
  | succ n hn ih => rw [hstep, ih, hfix]

end

end RingCCDIteration
```

```lean
#print axioms RingCCDIteration.rpa_eigenvector
-- 'RingCCDIteration.rpa_eigenvector' depends on axioms: [propext, Classical.choice, Quot.sound]
#print axioms RingCCDIteration.ringCCD_repelling_iff
-- 'RingCCDIteration.ringCCD_repelling_iff' depends on axioms: [propext, Classical.choice, Quot.sound]
#print axioms RingCCDIteration.convergence_only_by_hitting
-- 'RingCCDIteration.convergence_only_by_hitting' depends on axioms: [propext, Classical.choice, Quot.sound]
```

## One excitation and its amplitude equation

The gap $D$ is the orbital-energy difference between an occupied and a virtual level. The coupling $K$ is the Coulomb self-interaction of the transition density, without exchange; it is positive because the Coulomb self-energy of any nonzero charge distribution is positive. For real orbitals the RPA blocks are the numbers $A=D+K$ and $B=K$, and the direct ring CCD equation for the amplitude $t$ is

$$B+2At+Bt^2=0,\qquad\text{that is,}\qquad 2Dt=-K(1+t)^2 .$$

Dividing by $2D$ gives the update $g(t)=-K(1+t)^2/(2D)$, which is `ringUpdate`. The file takes this update as a definition and does not derive it from coupled-cluster theory.

Let $\omega=\sqrt{D(D+2K)}$, called `rpaFrequency`. Since $\omega^2=D^2+2DK>D^2$, we have $\omega>D$. To find the fixed points, set $y=K(1+t)$ and multiply the amplitude equation by $K$:

$$y^2+2Dy-2DK=0,\qquad (y+D-\omega)(y+D+\omega)=0 .$$

For $t>-1$ we have $y>0$, so the second factor is positive and $y=\omega-D$. The only fixed point above $-1$ is therefore

$$p=\frac{\omega-D}{K}-1 ,$$

which is `physicalAmplitude`. Conversely, this $p$ solves the equation, and it lies above $-1$ because $\omega>D$.

The name "physical" refers to the positive RPA frequency: $p$ gives an eigenvector of `rpaMatrix` with eigenvalue $\omega$, whereas the other root of the amplitude equation gives one with eigenvalue $-\omega$. The first row of `rpaMatrix` applied to $(1,p)$ gives $D+K(1+p)=\omega$. The second gives $-K-(D+K)p$, which equals $\omega p=Dp+K(1+p)p$ by the amplitude equation. Thus $p$ is the ratio $Y/X$ of the de-excitation to the excitation component. With the usual normalisation $X^2-Y^2=1$, the components are

$$X=\frac{\omega+D}{2\sqrt{\omega D}},\qquad Y=\frac{D-\omega}{2\sqrt{\omega D}} .$$

## The slope and the threshold

Differentiation gives $g'(t)=-K(1+t)/D$, hence

$$g'(p)=-\frac{\omega-D}{D}=1-\frac{\omega}{D} .$$

This is negative, so $|g'(p)|=\omega/D-1$. It exceeds one exactly when $\omega>2D$, that is, when $D^2+2DK>4D^2$, or $K>3D/2$.

The stability of the RPA problem is a separate matter. For a real vector $(x,y)$, the quadratic form of `stabilityMatrix` is

$$(D+K)(x^2+y^2)+2Kxy=D(x^2+y^2)+K(x+y)^2 ,$$

which is positive unless both components vanish. The threshold thus belongs to the iteration and not to the RPA problem. It also depends on how the amplitude equation is rearranged: dividing by $2A$ instead of $2D$ gives the update $-K(1+t^2)/(2(D+K))$, whose slope at $p$ is $-Kp/(D+K)$. Since $-1<p<0$, this slope always has modulus below one.

Linear mixing replaces $g(t)$ by $(1-\alpha)t+\alpha g(t)$ with a real parameter $\alpha$. The slope at $p$ becomes

$$1-\alpha+\alpha\left(1-\frac{\omega}{D}\right)=1-\frac{\alpha\omega}{D},$$

and its modulus is below one exactly when $0<\alpha$ and $\alpha\omega<2D$. A small enough positive $\alpha$ always meets this condition.

## What convergence would require above the threshold

Suppose $K>3D/2$. For any $x$,

$$g(x)-p=-\frac{K(2+x+p)}{2D}\,(x-p),$$

and $K(2+x+p)=2(\omega-D)+K(x-p)$. If $|x-p|<2(\omega-2D)/K$, this quantity is greater than $2D$, so one step cannot reduce the error.

A sequence that converges to $p$ eventually stays within that radius. From then on its error never decreases, yet it must tend to zero, so it is already zero. Convergence to $p$ is possible only if an iterate equals $p$ exactly, after which the sequence stays there. For example, with $K=2D$ the update is $g(t)=-(1+t)^2$, and the iteration started from $t=0$ alternates between $0$ and $-1$ without converging.

## How the theorems state this

The main theorem, `ringCCD_repelling_iff`, assumes only `0 < D` and `0 < K`. It asserts that there is a real `p` with four properties:

- a number `t` is a fixed point above $-1$ if and only if `t = p`;
- the update has derivative $1-\sqrt{D(D+2K)}/D$ at `p`, expressed by `HasDerivAt`;
- the modulus of that derivative exceeds one if and only if `3 * D / 2 < K`;
- the stability form `v ⬝ᵥ (stabilityMatrix D K *ᵥ v)` is positive for every nonzero real vector `v`.

`convergence_only_by_hitting` takes an arbitrary real sequence `t` that obeys the update and tends to $p$, and returns a step `N` from which every term equals $p$. It does not say where other sequences go.

The theorem `damped_multiplier` concerns the slope of the mixed update, not convergence from a given starting guess. The model has one real amplitude: several coupled excitations, exchange terms and convergence accelerators such as DIIS are not treated.

## How the proof follows the algebra

`coupling_mul_amplitude` records $K(1+p)=\omega-D$, the relation used in most later steps. In `fixedPoint_iff`, `linear_combination` checks the factorisation above, and `mul_eq_zero` splits it into its two branches; positivity rules out the second. `rpa_eigenvector` treats the two rows separately, and `rpa_stable` rewrites the form as the sum of squares.

`damped_multiplier` differentiates $(1+t)(1+t)$ by the product rule. The main theorem obtains the undamped slope from it by setting $\alpha=1$, then uses `two_gap_lt_iff` to turn $\omega>2D$ into $K>3D/2$.

In the convergence proof, `hrep` is the one-step error bound and `hgrow` extends it by induction to all later steps. `hz` then derives a contradiction from a nonzero error at step `N`, and a final induction keeps the sequence at $p$.
